# A step that passes the Goldstein test can have negative secant curvature

After a line search accepts a step in a BFGS geometry optimisation, the code forms the displacement s and the gradient change y and updates its model Hessian. The update keeps a positive definite Hessian positive definite only if s·y > 0. These problems ask whether the Goldstein test secures that sign, using one-dimensional model energies, not computed potential energy surfaces.

Let φ(t) be the energy at distance t along a search direction p, scaled to unit length, so that s = t p. The Goldstein test with constant c, usually taken in (0, 1/2), is

(1 − c) φ'(0) t ≤ φ(t) − φ(0) ≤ c φ'(0) t.

The secant curvature is

κ(t) = (φ'(t) − φ'(0)) / t, with s·y = t² κ(t).

In Lean an energy is a function `ℝ → ℝ`, and its slope is `deriv`.

```lean
import Mathlib

noncomputable section

namespace GoldsteinCurvature

/-- The Goldstein test with constant `c` for a step `t` along a search line with energy `φ`:
the energy change lies between `(1 - c)` and `c` times the change predicted by the initial slope. -/
def Goldstein (φ : ℝ → ℝ) (c t : ℝ) : Prop :=
  (1 - c) * deriv φ 0 * t ≤ φ t - φ 0 ∧ φ t - φ 0 ≤ c * deriv φ 0 * t

/-- The secant curvature of a step `t`: the change of slope divided by the step length. -/
def secantCurvature (φ : ℝ → ℝ) (t : ℝ) : ℝ :=
  (deriv φ t - deriv φ 0) / t
```

The problems use a cubic, `phi`, and a family L with real parameters d and K, `lineEnergy d K`:

phi(t) = −t + (5/2)t² − 2t³

L(t) = −t + (3/2 − d)t² + (d − 1)t³ + K t²(t − 1)².

```lean
/-- The cubic line energy `-t + (5/2) t² - 2 t³`. -/
def phi (t : ℝ) : ℝ := -t + 5 / 2 * t ^ 2 - 2 * t ^ 3

/-- A family of line energies with two parameters, `d` in the cubic part and `K` in front of
a quartic term that vanishes to second order at `t = 0` and `t = 1`. -/
def lineEnergy (d K t : ℝ) : ℝ :=
  -t + (3 / 2 - d) * t ^ 2 + (d - 1) * t ^ 3 + K * (t ^ 2 * (t - 1) ^ 2)
```

## (a) The slope of the family

Show that, at every t,

L'(t) = −1 + 2(3/2 − d)t + 3(d − 1)t² + K[2t(t − 1)² + 2t²(t − 1)].

**Solution.** Differentiate term by term. The product rule on t²(t − 1)² gives the bracket.

`HasDerivAt` says that the derivative exists and has this value. The proof assembles it from the same rules, and `ring1` matches the two forms.

```lean
/-- The slope of the line energies at any point of the search line. -/
theorem hasDerivAt_lineEnergy (d K t : ℝ) :
    HasDerivAt (lineEnergy d K)
      (-1 + 2 * (3 / 2 - d) * t + 3 * (d - 1) * t ^ 2
        + K * (2 * t * (t - 1) ^ 2 + 2 * t ^ 2 * (t - 1))) t := by
  have h1 := hasDerivAt_id' t
  have h := ((h1.fun_neg.fun_add ((h1.fun_pow 2).const_mul (3 / 2 - d))).fun_add
    ((h1.fun_pow 3).const_mul (d - 1))).fun_add
    (((h1.fun_pow 2).fun_mul ((h1.sub_const 1).fun_pow 2)).const_mul K)
  exact h.congr_deriv (by push_cast; ring1)
```

## (b) Any curvature at an accepted step

Show that for all real d and K the unit step passes the test for every c ≤ 1/2, and that

κ(1) = d.

**Solution.** The K term and its slope vanish at t = 0 and t = 1. Hence

L(0) = 0, L(1) = −1 + (3/2 − d) + (d − 1) = −1/2

L'(0) = −1, L'(1) = −1 + (3 − 2d) + (3d − 3) = d − 1.

The test reads −(1 − c) ≤ −1/2 ≤ −c, and both inequalities say c ≤ 1/2. The curvature is (d − 1) − (−1) = d.

The Lean proof computes these four values as `s0`, `s1`, `e0` and `e1`; `linarith` settles the two bounds.

```lean
/-- The Goldstein test does not restrict the curvature: for every real `d` the line energy with
parameter `d` passes the test at the unit step for all `c ≤ 1/2`, and its secant curvature
is `d`. -/
theorem goldstein_allows_any_curvature (d K : ℝ) :
    (∀ c ≤ (1 / 2 : ℝ), Goldstein (lineEnergy d K) c 1) ∧
      secantCurvature (lineEnergy d K) 1 = d := by
  -- slopes at the two ends of the step
  have s0 : deriv (lineEnergy d K) 0 = -1 := by
    rw [(hasDerivAt_lineEnergy d K 0).deriv]; ring
  have s1 : deriv (lineEnergy d K) 1 = d - 1 := by
    rw [(hasDerivAt_lineEnergy d K 1).deriv]; ring
  -- energies at the two ends of the step
  have e0 : lineEnergy d K 0 = 0 := by unfold lineEnergy; ring
  have e1 : lineEnergy d K 1 = -1 / 2 := by unfold lineEnergy; ring
  constructor
  · intro c hc
    unfold Goldstein
    rw [s0, e0, e1]
    constructor <;> linarith
  · unfold secantCurvature
    rw [s0, s1]
    ring
```

## (c) The cubic

Show that `phi` passes the test at t = 1 for every c ≤ 1/2, while

phi'(1) − phi'(0) = −1, so κ(1) < 0.

**Solution.** Here phi(1) − phi(0) = −1/2 and phi'(t) = −1 + 5t − 6t², so the slopes are −1 at the start and −2 at the end. With c = 0.1 the test reads −0.9 ≤ −0.5 ≤ −0.1, and the step is accepted.

In one dimension the secant Hessian is then −1, and the next quasi-Newton step is −(−2)/(−1) = −2. Since the slope is −2, this step goes uphill.

Lean identifies `phi` with `lineEnergy (-1) 0` and applies (b).

```lean
/-- The energy `-t + (5/2) t² - 2 t³` passes the Goldstein test at `t = 1` for every `c ≤ 1/2`,
yet its slope changes by `-1` over the step and the secant curvature is negative. -/
theorem goldstein_not_enough :
    (∀ c ≤ (1 / 2 : ℝ), Goldstein phi c 1) ∧
      deriv phi 1 - deriv phi 0 = -1 ∧ secantCurvature phi 1 < 0 := by
  have hphi : phi = lineEnergy (-1) 0 := by
    funext t
    unfold phi lineEnergy
    ring
  obtain ⟨hG, hc⟩ := goldstein_allows_any_curvature (-1) 0
  rw [← hphi] at hG hc
  refine ⟨hG, ?_, by rw [hc]; norm_num⟩
  unfold secantCurvature at hc
  rwa [div_one] at hc
```

## (d) An energy bounded below

The cubic falls to −∞ at large t. Show that this is not needed: for d = −1 and K = 1,

L(t) ≥ −6 for all t,

with the test still passed for every c ≤ 1/2 and κ(1) = −1.

**Solution.** Expand and complete squares:

L(t) = t⁴ − 4t³ + (7/2)t² − t = (t² − 2t − 1)² + (3/2)(t − 5/3)² − 31/6.

Since 31/6 < 6, the bound follows. The rest is (b).

Lean gives the two squares to `nlinarith`.

```lean
/-- A line energy that is bounded below can also pass the Goldstein test at the unit step for
every `c ≤ 1/2` and have secant curvature `-1`. -/
theorem goldstein_not_enough_bounded_below :
    (∀ t, -6 ≤ lineEnergy (-1) 1 t) ∧
      (∀ c ≤ (1 / 2 : ℝ), Goldstein (lineEnergy (-1) 1) c 1) ∧
      secantCurvature (lineEnergy (-1) 1) 1 = -1 := by
  refine ⟨fun t => ?_, goldstein_allows_any_curvature (-1) 1⟩
  -- the quartic is a sum of two squares minus a constant smaller than 6
  unfold lineEnergy
  nlinarith [sq_nonneg (t ^ 2 - 2 * t - 1), sq_nonneg (t - 5 / 3)]
```

## (e) Quadratic energies

Let q(x) = e − g x + (k/2)x² with g > 0. Show that if a step t > 0 passes the test with some c > 0, then

κ(t) > 0.

**Solution.** The lower bound is −(1 − c)g t ≤ −g t + (k/2)t², so

(k/2)t² ≥ c g t > 0.

Hence k > 0, and κ(t) = k.

In Lean, `hd` is the slope, `hk2` the positive quadratic term and `hk` the sign of k.

```lean
/-- On a quadratic energy with initial slope `-g < 0`, a forward step that passes the Goldstein
test with some `c > 0` has positive secant curvature. -/
theorem goldstein_enough_for_quadratic (e g k c t : ℝ) (hg : 0 < g) (hc : 0 < c) (ht : 0 < t)
    (hG : Goldstein (fun x => e - g * x + k / 2 * x ^ 2) c t) :
    0 < secantCurvature (fun x => e - g * x + k / 2 * x ^ 2) t := by
  have hd : ∀ x : ℝ, deriv (fun x => e - g * x + k / 2 * x ^ 2) x = -g + k * x := by
    intro x
    have h1 := hasDerivAt_id' x
    have h := ((h1.const_mul g).const_sub e).fun_add ((h1.fun_pow 2).const_mul (k / 2))
    rw [h.deriv]
    push_cast
    ring1
  have hlow := hG.1
  rw [hd] at hlow
  -- the lower Goldstein bound forces a positive quadratic term
  have hp : 0 < c * g * t := by positivity
  have hk2 : 0 < k * t ^ 2 := by
    ring_nf at hlow hp ⊢
    linarith
  have hk : 0 < k := by
    by_contra h
    have hk0 : k ≤ 0 := le_of_not_gt h
    nlinarith [mul_nonneg (neg_nonneg.2 hk0) (sq_nonneg t)]
  unfold secantCurvature
  rw [hd, hd]
  apply div_pos _ ht
  have := mul_pos hk ht
  linarith
```

## (f) A condition on the final slope

Let φ'(0) < 0, t > 0 and σ < 1. Show that the Wolfe slope condition φ'(t) ≥ σ φ'(0) gives

κ(t) > 0.

**Solution.** Subtract φ'(0):

φ'(t) − φ'(0) ≥ (1 − σ)(−φ'(0)) > 0,

and divide by t. With σ = 0.9 the cubic's step is rejected, since −2 < −0.9.

In code, one can enforce this condition in the line search, or test s·y after the step and skip or damp the update when it is not positive.

The theorem assumes the slope condition and does not show that a suitable step exists. Lean's `deriv` is 0 where no derivative exists, so the physical reading needs φ differentiable at t. The product of 1 − σ and −φ'(0), both positive, is the hint given to `nlinarith`.

```lean
/-- Along a descent direction, a forward step that meets the Wolfe slope condition
`φ'(t) ≥ σ φ'(0)` with `σ < 1` has positive secant curvature. -/
theorem wolfe_slope_enough (φ : ℝ → ℝ) (σ t : ℝ) (hσ : σ < 1) (ht : 0 < t)
    (hdesc : deriv φ 0 < 0) (hW : σ * deriv φ 0 ≤ deriv φ t) :
    0 < secantCurvature φ t := by
  unfold secantCurvature
  apply div_pos _ ht
  nlinarith [mul_pos (sub_pos.2 hσ) (neg_pos.2 hdesc)]

end GoldsteinCurvature
```

```lean
#print axioms GoldsteinCurvature.goldstein_allows_any_curvature
#print axioms GoldsteinCurvature.goldstein_not_enough
#print axioms GoldsteinCurvature.goldstein_enough_for_quadratic
#print axioms GoldsteinCurvature.wolfe_slope_enough
```

```
'GoldsteinCurvature.goldstein_allows_any_curvature' depends on axioms: [propext, Classical.choice, Quot.sound]
'GoldsteinCurvature.goldstein_not_enough' depends on axioms: [propext, Classical.choice, Quot.sound]
'GoldsteinCurvature.goldstein_enough_for_quadratic' depends on axioms: [propext, Classical.choice, Quot.sound]
'GoldsteinCurvature.wolfe_slope_enough' depends on axioms: [propext, Classical.choice, Quot.sound]
```
